# A sum over all beads of a finite ring can be taken in order from any bead

The beads of a closed ring are labelled by the integers modulo `P`, with `P` nonzero, and each bead `i` carries a value `f i` in an additive commutative monoid. The lemma says that the sum of these values over the whole ring equals the sum of `f (j + k)` for `k` from 0 to `P - 1`, whichever bead `j` one starts from. It is a statement about finite sums only, and nothing is assumed about the form of `f`. The proof first tries to shift the summation variable by `j`, then uses `Finset.sum_nbij'` to match the residues modulo `P` with the numbers 0 to `P - 1`.

This version doesn't compile in Lean 4 with Mathlib:

```lean
import Mathlib

open Finset

namespace SumAroundRing

noncomputable section

variable {P : ℕ} [NeZero P] {E : Type*} [NormedAddCommGroup E] [InnerProductSpace ℝ E]

/-- A sum over all beads may be taken by walking once around the ring from any bead `j`. -/
theorem sum_around_ring {M : Type*} [AddCommMonoid M] (f : ZMod P → M) (j : ZMod P) :
    ∑ i, f i = ∑ k ∈ range P, f (j + (k : ZMod P)) := by
  rw [← (Equiv.addLeft j).sum_comp f]
  refine Finset.sum_nbij' (fun i => i.val) (fun k => (k : ZMod P)) ?_ ?_ ?_ ?_ ?_
  · intro i _
    exact Finset.mem_range.mpr (ZMod.val_lt i)
  · intro k _
    exact Finset.mem_univ _
  · intro i _
    exact ZMod.natCast_zmod_val i
  · intro k hk
    exact ZMod.val_cast_of_lt (Finset.mem_range.mp hk)
  · intro i _
    simp [ZMod.natCast_zmod_val]

end

end SumAroundRing
```

The compiler's answer:

```
Main.lean:14:35: error: Application type mismatch: The argument
  f
has type
  ZMod P → M
of sort `Type u_2` but is expected to have type
  Finset (ZMod P)
of sort `Type` in the application
  Equiv.Perm.sum_comp (Equiv.addLeft j) f
Main.lean:13:54: error: unsolved goals
P : ℕ
inst✝¹ : NeZero P
M : Type u_2
inst✝ : AddCommMonoid M
f : ZMod P → M
j : ZMod P
⊢ ∑ i, f i = ∑ k ∈ range P, f (j + ↑k)
```

The mended proof, as a diff:

```diff
@@ -12,5 +12,5 @@
 theorem sum_around_ring {M : Type*} [AddCommMonoid M] (f : ZMod P → M) (j : ZMod P) :
     ∑ i, f i = ∑ k ∈ range P, f (j + (k : ZMod P)) := by
-  rw [← (Equiv.addLeft j).sum_comp f]
+  rw [← Equiv.sum_comp (Equiv.addLeft j) f]
   refine Finset.sum_nbij' (fun i => i.val) (fun k => (k : ZMod P)) ?_ ?_ ?_ ?_ ?_
   · intro i _
@@ -23,5 +23,5 @@
     exact ZMod.val_cast_of_lt (Finset.mem_range.mp hk)
   · intro i _
-    simp [ZMod.natCast_zmod_val]
+    simp
 
 end
```

Diagnosis. The first error comes from dot notation. `Equiv.addLeft j` is a permutation of `ZMod P`, and its type is given as `Equiv.Perm (ZMod P)`, so Lean reads `(Equiv.addLeft j).sum_comp` as `Equiv.Perm.sum_comp`. That lemma expects a `Finset (ZMod P)` as its next argument, and it was given the function `f`.

The second error follows from the first. The rewrite never took place, so the original goal was left unsolved.

The repair names `Equiv.sum_comp` in full and passes it the permutation and `f`. This lemma is about the sum over the whole type, and used from right to left it turns the sum of `f i` into the sum of `f` at the shifted beads, as the rest of the proof needs.

The change from `simp [ZMod.natCast_zmod_val]` to `simp` is mere tidying. Neither message concerns that line, and `simp` closes the goal without being handed the lemma.
